# Full Echo Revival at Whole Larmor Periods for Spin-1/2 Nuclei That Precess Freely in the m = 0 Manifold

## The bath, its two Hamiltonians and the echo

Units have \(\hbar=1\), so Hamiltonians are angular frequencies. An electronic spin with an integer quantum number, for example a triplet with spin 1, is used in two of its levels: the one with magnetic quantum number \(m=0\) and a second one. It is surrounded by \(N\) spin-1/2 nuclei, labelled by \(j\). A basis state of the bath is a list \(s=(s_j)\) with each \(s_j\in\{0,1\}\), where 0 is spin up and 1 is spin down. The corresponding eigenvalues of \(I_z^j\) are \(\mu_0=\tfrac12\) and \(\mu_1=-\tfrac12\).

While the electron is in \(m=0\), the secular hyperfine field vanishes. Non-secular hyperfine terms are neglected, and so are the mutual couplings of the nuclei in this manifold. All nuclei are of one isotope and precess at a common Larmor frequency \(w\):

\[
H_0=w\sum_j I_z^j .
\]

While the electron is in the other level, the bath evolves under \(H_1\), which may contain the nuclear Zeeman term, any hyperfine fields and any couplings among the nuclei.

In a Hahn echo with ideal pulses and interval \(\tau\), one branch of the electron superposition evolves the bath first under \(H_1\) and then under \(H_0\), and the other branch does so in the opposite order. The overlap of the two branches, for an initial bath state \(\rho\), is

\[
E(\tau)=\mathrm{Tr}\left(\rho\,e^{iH_0\tau}e^{iH_1\tau}e^{-iH_0\tau}e^{-iH_1\tau}\right).
\]

The claim is that if \(w\tau=2\pi k\) with \(k\) an integer, then \(e^{-iH_0\tau}=(-1)^{kN}\,\mathbb 1\), and \(E(\tau)=1\) for every \(\rho\) of unit trace and every \(H_1\). For \(w\neq0\) these are the times \(\tau=2\pi k/w\).

A simulation that uses this \(H_0\), with neither nuclear couplings nor hyperfine terms in the \(m=0\) manifold, must therefore return 1 at these times whatever the hyperfine fields in \(H_1\) are, which gives a simple check on the code.

## A whole turn multiplies every bath state by the same sign

Each basis state is an eigenstate of \(H_0\), so

\[
e^{-iH_0\tau}|s\rangle=\prod_j e^{-iw\tau\mu_{s_j}}\,|s\rangle=\prod_j e^{-2\pi ik\mu_{s_j}}\,|s\rangle .
\]

A nucleus that is up contributes \(e^{-i\pi k}\), and one that is down contributes \(e^{+i\pi k}\). Both equal \((-1)^k\). The product over \(N\) nuclei is \((-1)^{kN}\) for every \(s\), and the propagator is this number times the identity.

Write \(e^{-iH_0\tau}=c\,\mathbb 1\). A multiple of the identity commutes with \(e^{iH_1\tau}\), so it can be moved next to its inverse:

\[
E(\tau)=\mathrm{Tr}\left(\rho\,\bigl[e^{iH_0\tau}c\bigr]\bigl[e^{iH_1\tau}e^{-iH_1\tau}\bigr]\right)=\mathrm{Tr}\,\rho=1 .
\]

Only the cancellation of \(e^{A}\) and \(e^{-A}\) was used for \(H_1\), so the trace formula gives 1 for any matrix \(H_1\). It is the overlap of the two branches when \(H_1\) is Hermitian, because the backward evolution \(e^{iH_1\tau}\) is then the adjoint of the forward one.

## The modulation of a single nucleus between revivals

Take one nucleus with \(H_0=wI_z\), \(H_1=\Omega I_x\) and \(\rho=\tfrac12\mathbb 1\). Here \(H_1\) is the whole nuclear Hamiltonian in the second level: this is the special case in which the \(z\) part of the hyperfine field cancels the Zeeman term \(wI_z\), and \(\Omega\) is the precession frequency in the transverse field that is left. Put \(a=w\tau/2\) and \(b=\Omega\tau/2\), and let \(\sigma_x,\sigma_y,\sigma_z\) be the Pauli matrices, so that \(I_x=\sigma_x/2\) and \(I_z=\sigma_z/2\). Then

\[
e^{iH_0\tau}=\cos a+i\sigma_z\sin a,\qquad e^{iH_1\tau}=\cos b+i\sigma_x\sin b .
\]

Conjugation by the first propagator rotates \(\sigma_x\) about the \(z\) axis:

\[
e^{iH_0\tau}\sigma_x e^{-iH_0\tau}=\sigma_x\cos 2a-\sigma_y\sin 2a .
\]

Hence

\[
E=\tfrac12\mathrm{Tr}\left[\bigl(\cos b+i\sin b\,(\sigma_x\cos2a-\sigma_y\sin2a)\bigr)\bigl(\cos b-i\sigma_x\sin b\bigr)\right].
\]

The Pauli matrices are traceless, and so is \(\sigma_y\sigma_x\). What remains is

\[
E=\cos^2 b+\sin^2 b\cos 2a=1-2\sin^2\frac{w\tau}{2}\,\sin^2\frac{\Omega\tau}{2}.
\]

If \(w\tau\) is a multiple of \(2\pi\), the first sine vanishes and \(E=1\) for every \(\Omega\). Conversely, suppose that \(E=1\) for every \(\Omega\) at a given \(\tau\neq0\). The choice \(\Omega=\pi/\tau\) makes the second sine equal to 1, so \(\sin(w\tau/2)=0\) and \(w\tau=2\pi k\). At \(\tau=0\) the integer is \(k=0\). A particular \(\Omega\) can also give a full echo at other times, namely when \(\Omega\tau\) is a multiple of \(2\pi\); the converse needs all \(\Omega\).

## Spins and the echo as Lean matrices

```lean
import Mathlib

open scoped Matrix

namespace SpinBathEcho

noncomputable section
```

The two eigenvalues \(\mu_0,\mu_1\) are the entries of `spinM`.

```lean
/-- The magnetic quantum numbers `1/2` and `-1/2` of a spin-1/2 nucleus. -/
def spinM : Fin 2 → ℂ := ![1 / 2, -(1 / 2)]
```

A basis state of the bath is a function `Fin N → Fin 2`, which assigns up or down to each nucleus. The bath space thus has dimension \(2^N\), and \(I_z^j\) is the diagonal matrix that reads off the entry of nucleus `j`.

```lean
/-- The operator `I_z` of nucleus `j` in a bath of `N` spin-1/2 nuclei. -/
def siteIz {N : ℕ} (j : Fin N) : Matrix (Fin N → Fin 2) (Fin N → Fin 2) ℂ :=
  Matrix.diagonal fun s => spinM (s j)
```

The Hamiltonian \(H_0\) has one real frequency `w` for all nuclei and no coupling between them.

```lean
/-- The bath Hamiltonian `H0 = w ∑ I_z` of the `m = 0` manifold. -/
def zeeman (N : ℕ) (w : ℝ) : Matrix (Fin N → Fin 2) (Fin N → Fin 2) ℂ :=
  (w : ℂ) • ∑ j, siteIz j
```

The echo is defined for matrices over any finite basis. `NormedSpace.exp` is the matrix exponential, and the order of the factors is that of \(E(\tau)\) above. Nothing in the definition requires `ρ` to be a density matrix or `H1` to be Hermitian; these are the physical cases.

```lean
/-- The echo `Tr(ρ e^(iH0τ) e^(iH1τ) e^(-iH0τ) e^(-iH1τ))`. -/
def echo {n : Type*} [Fintype n] [DecidableEq n] (ρ H0 H1 : Matrix n n ℂ) (τ : ℝ) : ℂ :=
  Matrix.trace (ρ * NormedSpace.exp ((Complex.I * τ) • H0)
    * NormedSpace.exp ((Complex.I * τ) • H1)
    * NormedSpace.exp (-((Complex.I * τ) • H0))
    * NormedSpace.exp (-((Complex.I * τ) • H1)))
```

For a single nucleus the basis is simply `Fin 2`, which describes the same spin as `Fin 1 → Fin 2` with shorter labels.

```lean
/-- The operator `I_z` of a single spin-1/2 nucleus. -/
def Iz : Matrix (Fin 2) (Fin 2) ℂ := Matrix.diagonal spinM

/-- The operator `I_x` of a single spin-1/2 nucleus. -/
def Ix : Matrix (Fin 2) (Fin 2) ℂ := !![0, 1 / 2; 1 / 2, 0]
```

## The free propagator as a sign

The exponential of a diagonal matrix is taken entry by entry.

```lean
/-- The exponential of a diagonal operator is diagonal, with exponentiated entries. -/
theorem exp_diag {n : Type*} [Fintype n] [DecidableEq n] (v : n → ℂ) :
    NormedSpace.exp (Matrix.diagonal v) = Matrix.diagonal fun i => Complex.exp (v i) := by
  rw [Matrix.exp_diagonal]
  congr 1
  funext i
  simp [Complex.exp_eq_exp_ℂ]
```

The condition on the interval enters the next theorem as the hypothesis `h`, in the form \(w\tau=2\pi k\), which avoids a division by \(w\) and allows negative `k`. Inside the proof, `phase` treats the up and down cases separately and finds \((-1)^k\) in both. The step `key` turns the exponential of the sum over nuclei into a product of these signs. The step `hd` shows that `zeeman N w` is diagonal with entries \(w\sum_j\mu_{s_j}\), after which the two sides are compared entry by entry.

```lean
/-- When `wτ = 2πk` with `k` an integer, the free propagator of `N` nuclei is
`(-1)^(kN)` times the identity. -/
theorem free_propagator (N : ℕ) (w τ : ℝ) (k : ℤ) (h : w * τ = 2 * Real.pi * k) :
    NormedSpace.exp (-((Complex.I * τ) • zeeman N w))
      = ((-1 : ℂ) ^ (k * (N : ℤ))) • 1 := by
  have hc : (w : ℂ) * τ = 2 * Real.pi * k := by exact_mod_cast h
  -- each nucleus contributes the same sign, whether up or down
  have phase : ∀ a : Fin 2,
      Complex.exp (-(2 * Real.pi * k * Complex.I) * spinM a) = (-1 : ℂ) ^ k := by
    intro a
    fin_cases a
    · have e : -(2 * Real.pi * k * Complex.I) * (1 / 2 : ℂ)
          = ((-k : ℤ) : ℂ) * (Real.pi * Complex.I) := by
        push_cast
        ring
      change Complex.exp (-(2 * Real.pi * k * Complex.I) * (1 / 2 : ℂ)) = _
      rw [e, Complex.exp_int_mul, Complex.exp_pi_mul_I, zpow_neg, ← inv_zpow, inv_neg, inv_one]
    · have e : -(2 * Real.pi * k * Complex.I) * (-(1 / 2) : ℂ)
          = (k : ℂ) * (Real.pi * Complex.I) := by ring
      change Complex.exp (-(2 * Real.pi * k * Complex.I) * (-(1 / 2) : ℂ)) = _
      rw [e, Complex.exp_int_mul, Complex.exp_pi_mul_I]
  have key : ∀ s : Fin N → Fin 2,
      Complex.exp (-(Complex.I * τ) * (w * ∑ j, spinM (s j))) = (-1 : ℂ) ^ (k * (N : ℤ)) := by
    intro s
    have e : -(Complex.I * τ) * (w * ∑ j, spinM (s j))
        = ∑ j, -(2 * Real.pi * k * Complex.I) * spinM (s j) := by
      rw [← Finset.mul_sum]
      linear_combination (-Complex.I * ∑ j, spinM (s j)) * hc
    rw [e, Complex.exp_sum]
    simp only [phase, Finset.prod_const, Finset.card_univ, Fintype.card_fin]
    rw [zpow_mul, zpow_natCast]
  have hd : zeeman N w = Matrix.diagonal fun s => (w : ℂ) * ∑ j, spinM (s j) := by
    ext s t
    by_cases hst : s = t
    · subst hst
      simp [zeeman, siteIz, Matrix.sum_apply]
    · simp [zeeman, siteIz, Matrix.sum_apply, hst]
  rw [hd, ← neg_smul, ← Matrix.diagonal_smul, exp_diag]
  ext s t
  by_cases hst : s = t
  · subst hst
    rw [Matrix.diagonal_apply_eq, Matrix.smul_apply, Matrix.one_apply_eq, smul_eq_mul, mul_one]
    exact key s
  · rw [Matrix.diagonal_apply_ne _ hst, Matrix.smul_apply, Matrix.one_apply_ne hst, smul_zero]
```

## Cancellation of the evolutions and the revival

A matrix commutes with its negative, so the exponentials of the two multiply to the exponential of zero.

```lean
/-- Forward and backward evolution under the same matrix cancel. -/
theorem exp_mul_exp_neg {n : Type*} [Fintype n] [DecidableEq n] (A : Matrix n n ℂ) :
    NormedSpace.exp A * NormedSpace.exp (-A) = 1 := by
  rw [← Matrix.exp_add_of_commute _ _ (Commute.refl A).neg_right, add_neg_cancel,
    NormedSpace.exp_zero]
```

The next theorem is the commutation argument, separated from the spin model: it assumes only that the free propagator is some number `c` times the identity. The equation `e` moves that factor next to its inverse, and the two pairs cancel through `h0` and `h1`.

```lean
/-- If the free propagator is a multiple of the identity, the echo equals the trace of `ρ`. -/
theorem echo_of_scalar {n : Type*} [Fintype n] [DecidableEq n] (ρ H0 H1 : Matrix n n ℂ)
    (τ : ℝ) (c : ℂ) (h : NormedSpace.exp (-((Complex.I * τ) • H0)) = c • 1) :
    echo ρ H0 H1 τ = Matrix.trace ρ := by
  have h0 := exp_mul_exp_neg ((Complex.I * τ) • H0)
  have h1 := exp_mul_exp_neg ((Complex.I * τ) • H1)
  rw [h] at h0
  unfold echo
  rw [h]
  -- move the scalar propagator next to its inverse
  have e : ∀ U V W : Matrix n n ℂ,
      ρ * U * V * (c • 1) * W = ρ * (U * (c • 1)) * (V * W) := by
    intro U V W
    simp only [mul_smul_comm, smul_mul_assoc, mul_one, mul_assoc]
  rw [e, h0, h1, mul_one, mul_one]
```

Combining this with the sign formula and the hypothesis that `ρ` has unit trace gives the revival for every \(N\).

```lean
/-- When `wτ = 2πk` with `k` an integer, the echo of `N` nuclei equals 1 for every
unit-trace `ρ` and every matrix `H1`. -/
theorem echo_revival (N : ℕ) (w τ : ℝ) (k : ℤ) (h : w * τ = 2 * Real.pi * k)
    (ρ H1 : Matrix (Fin N → Fin 2) (Fin N → Fin 2) ℂ) (hρ : Matrix.trace ρ = 1) :
    echo ρ (zeeman N w) H1 τ = 1 := by
  rw [echo_of_scalar ρ _ H1 τ _ (free_propagator N w τ k h), hρ]
```

The same argument covers a bath of several spin-1/2 isotopes. If nucleus \(j\) has its own frequency \(w_j\), and \(w_j\tau=2\pi k_j\) with every \(k_j\) an integer, the product of phases is \((-1)^{\sum_j k_j}\) for every basis state. The free propagator is again a multiple of the identity, and the echo is complete. The sign in this variant is derived here by hand only, since `zeeman` has a single frequency.

## Explicit exponentials for one nucleus

The exponential of \(zI_z\) has the diagonal entries \(e^{\pm z/2}\), written as \(\cosh(z/2)\pm\sinh(z/2)\) to match the form needed for \(I_x\).

```lean
/-- The exponential of `z I_z` for one nucleus, in hyperbolic functions. -/
theorem exp_Iz (z : ℂ) : NormedSpace.exp (z • Iz) =
    !![Complex.cosh (z / 2) + Complex.sinh (z / 2), 0;
       0, Complex.cosh (z / 2) - Complex.sinh (z / 2)] := by
  rw [Iz, ← Matrix.diagonal_smul, exp_diag, Complex.cosh_add_sinh, Complex.cosh_sub_sinh]
  ext i j
  fin_cases i <;> fin_cases j <;> simp [spinM, div_eq_mul_inv]
```

For \(I_x\) the proof changes basis. The columns of `V` are the eigenvectors \((1,1)\) and \((1,-1)\) of \(I_x\), left unnormalised; the normalised ones are \((1,\pm1)/\sqrt2\). The matrix `W` is the inverse of `V`, and \(I_x=VI_zW\). Since exponentiation respects a change of basis, the previous formula gives the result.

```lean
/-- The exponential of `z I_x` for one nucleus, in hyperbolic functions. -/
theorem exp_Ix (z : ℂ) : NormedSpace.exp (z • Ix) =
    !![Complex.cosh (z / 2), Complex.sinh (z / 2);
       Complex.sinh (z / 2), Complex.cosh (z / 2)] := by
  -- a change of basis turns `I_x` into `I_z`
  let V : Matrix (Fin 2) (Fin 2) ℂ := !![1, 1; 1, -1]
  let W : Matrix (Fin 2) (Fin 2) ℂ := !![1 / 2, 1 / 2; 1 / 2, -(1 / 2)]
  have hVW : V * W = 1 := by
    ext i j
    fin_cases i <;> fin_cases j <;> norm_num [V, W, Matrix.mul_apply, Fin.sum_univ_two]
  have hWV : W * V = 1 := mul_eq_one_comm.mp hVW
  have hV : IsUnit V := ⟨⟨V, W, hVW, hWV⟩, rfl⟩
  have hinv : V⁻¹ = W := Matrix.inv_eq_right_inv hVW
  have hIz : Iz = !![1 / 2, 0; 0, -(1 / 2)] := by
    ext i j
    fin_cases i <;> fin_cases j <;> simp [Iz, spinM]
  have hxz : Ix = V * Iz * W := by
    rw [hIz]
    simp only [V, W, Ix, Matrix.mul_fin_two]
    ext i j
    fin_cases i <;> fin_cases j <;> norm_num
  have hx : z • Ix = V * (z • Iz) * V⁻¹ := by
    rw [hinv, hxz, Matrix.mul_smul, Matrix.smul_mul]
  rw [hx, Matrix.exp_conj _ _ hV, hinv, exp_Iz]
  simp only [V, W, Matrix.mul_fin_two]
  generalize Complex.cosh (z / 2) = c
  generalize Complex.sinh (z / 2) = s
  ext i j
  fin_cases i <;> fin_cases j <;> simp <;> ring
```

## The modulation formula and the exact revival condition

With \(z=i w\tau\) or \(z=i\Omega\tau\), the hyperbolic functions become \(\cosh(ia)=\cos a\) and \(\sinh(ia)=i\sin a\), and likewise for \(b\). The proof multiplies out the four \(2\times2\) matrices and takes the trace. Its last step, `linear_combination`, reduces the resulting polynomial with \(i^2=-1\) and \(\sin^2+\cos^2=1\) for the two angles, where the derivation by hand used the algebra of the Pauli matrices.

```lean
/-- For one maximally mixed nucleus with `H0 = w I_z` and `H1 = Ω I_x`, the echo is
`1 - 2 sin²(wτ/2) sin²(Ωτ/2)`. -/
theorem echo_modulation (w Ω τ : ℝ) :
    echo ((1 / 2 : ℂ) • 1) ((w : ℂ) • Iz) ((Ω : ℂ) • Ix) τ
      = ((1 - 2 * Real.sin (w * τ / 2) ^ 2 * Real.sin (Ω * τ / 2) ^ 2 : ℝ) : ℂ) := by
  have ha : Complex.I * τ * w / 2 = ((w : ℂ) * τ / 2) * Complex.I := by ring
  have hb : Complex.I * τ * Ω / 2 = ((Ω : ℂ) * τ / 2) * Complex.I := by ring
  have h1 := Complex.sin_sq_add_cos_sq ((w : ℂ) * τ / 2)
  have h2 := Complex.sin_sq_add_cos_sq ((Ω : ℂ) * τ / 2)
  push_cast
  simp only [echo, smul_smul, ← neg_smul, exp_Iz, exp_Ix, neg_div, Complex.cosh_neg,
    Complex.sinh_neg, ha, hb, Complex.cosh_mul_I, Complex.sinh_mul_I]
  simp only [smul_mul_assoc, one_mul, Matrix.mul_fin_two, Matrix.trace_smul,
    Matrix.trace_fin_two_of, smul_eq_mul]
  generalize Complex.sin ((w : ℂ) * τ / 2) = S at *
  generalize Complex.cos ((w : ℂ) * τ / 2) = C at *
  generalize Complex.sin ((Ω : ℂ) * τ / 2) = s at *
  generalize Complex.cos ((Ω : ℂ) * τ / 2) = c at *
  linear_combination (-S ^ 2 * c ^ 2 - s ^ 2 * C ^ 2 - s ^ 2 * S ^ 2 * (Complex.I ^ 2 - 1))
    * Complex.I_sq + (c ^ 2 + s ^ 2) * h1 + h2
```

The final theorem fixes `w` and `τ` and lets `Ω` range over all real numbers. Its forward direction treats \(\tau=0\) separately and otherwise inserts \(\Omega=\pi/\tau\), as in the derivation; its backward direction sets the first sine to zero. The equivalence concerns one maximally mixed nucleus whose total field in the second level is transverse, whereas the revival theorem holds for any number of nuclei and any `H1`.

```lean
/-- For one maximally mixed nucleus with `H0 = w I_z`, the echo equals 1 for every
`H1 = Ω I_x` exactly when `wτ` is an integer multiple of `2π`. -/
theorem echo_complete_iff (w τ : ℝ) :
    (∀ Ω : ℝ, echo ((1 / 2 : ℂ) • 1) ((w : ℂ) • Iz) ((Ω : ℂ) • Ix) τ = 1)
      ↔ ∃ k : ℤ, w * τ = 2 * Real.pi * k := by
  constructor
  · intro h
    by_cases hτ : τ = 0
    · exact ⟨0, by simp [hτ]⟩
    -- the frequency `Ω = π/τ` gives the deepest modulation
    have h1 := h (Real.pi / τ)
    rw [echo_modulation, div_mul_cancel₀ _ hτ, Real.sin_pi_div_two] at h1
    have h2 : 1 - 2 * Real.sin (w * τ / 2) ^ 2 * 1 ^ 2 = 1 := by exact_mod_cast h1
    have h3 : Real.sin (w * τ / 2) = 0 := by
      apply pow_eq_zero_iff (two_ne_zero) |>.mp
      linarith
    obtain ⟨k, hk⟩ := Real.sin_eq_zero_iff.mp h3
    exact ⟨k, by linarith⟩
  · rintro ⟨k, hk⟩ Ω
    have h3 : Real.sin (w * τ / 2) = 0 :=
      Real.sin_eq_zero_iff.mpr ⟨k, by linarith⟩
    rw [echo_modulation, h3]
    norm_num

end

end SpinBathEcho
```

```lean
#print axioms SpinBathEcho.echo_revival
-- 'SpinBathEcho.echo_revival' depends on axioms: [propext, Classical.choice, Quot.sound]
#print axioms SpinBathEcho.echo_complete_iff
-- 'SpinBathEcho.echo_complete_iff' depends on axioms: [propext, Classical.choice, Quot.sound]
```
